# The AXK coupling integral as a sum over eigenvalues of a positive definite matrix

In a random-phase calculation with the approximate exchange kernel (AXK) correction, the integral over coupling strength at a fixed imaginary frequency can be done by one diagonalisation instead of a quadrature, provided that the finite real matrix $M$ at that frequency is positive definite. The integral is

$$E=\int_0^1 t\,\mathrm{Tr}\!\left[(1+tM)^{-1}X(1+tM)^{-1}\right]dt .$$

Here $t$ is the coupling strength. With $V$ the Coulomb matrix, $\chi_0$ the non-interacting response and $f_x$ the exchange kernel, all written as matrices over orbital pairs, one has $M=-V^{1/2}\chi_0V^{1/2}$ and $X=V^{1/2}\chi_0 f_x\chi_0V^{1/2}$. In an auxiliary basis, where $V=SS^T$ with a rectangular real matrix $S$, the same integral holds with the smaller matrices $M=-S^T\chi_0S$ and $X=S^T\chi_0f_x\chi_0S$. The factor $t$ comes from an exchange kernel linear in the coupling. If $M$ has orthonormal eigenvectors $u_k$ with eigenvalues $x_k$, then

$$E=\sum_k\langle u_k,Xu_k\rangle\,w(x_k),\qquad w(x)=\frac{\ln(1+x)-x/(1+x)}{x^2},\qquad 0<w(x_k)<\tfrac12 .$$

The frequency integral and the prefactor that turn $E$ into a correlation energy are not included, and $M$ and $X$ enter as given matrices, not built from orbitals.

```lean
import Mathlib

open Matrix

namespace AXKCoupling

noncomputable section

variable {n : Type*} [Fintype n] [DecidableEq n]
```

## Orthonormal eigenvectors of M

Physically, the $u_k$ are independent screening modes, and $x_k$ measures how strongly mode $k$ is screened. The hypothesis `IsEigenbasis M x u` says that $u_i\cdot u_j=\delta_{ij}$ and $Mu_k=x_ku_k$. Vectors and matrix share the finite index type `n`, so there are as many modes as dimensions and the set is complete.

```lean
/-- The vectors `u k` are orthonormal, and `u k` is an eigenvector of `M` with eigenvalue `x k`. -/
def IsEigenbasis (M : Matrix n n ℝ) (x : n → ℝ) (u : n → n → ℝ) : Prop :=
  (∀ i j, u i ⬝ᵥ u j = if i = j then 1 else 0) ∧ ∀ k, M *ᵥ u k = x k • u k
```

The integral and the weight are defined without reference to the eigenvectors.

```lean
/-- The AXK coupling integral of `t Tr[(1 + tM)⁻¹ X (1 + tM)⁻¹]` over coupling strengths
`t` from 0 to 1. -/
def axkCoupling (M X : Matrix n n ℝ) : ℝ :=
  ∫ t in (0 : ℝ)..1, t * trace ((1 + t • M)⁻¹ * X * (1 + t • M)⁻¹)

/-- The spectral weight `[ln(1 + x) - x/(1 + x)]/x²`. -/
def axkWeight (x : ℝ) : ℝ := (Real.log (1 + x) - x / (1 + x)) / x ^ 2
```

By hand, put the eigenvectors into the columns of $U$. Orthonormality gives $U^TU=UU^T=1$, and the eigenvalue equation gives $MU=U\,\mathrm{diag}(x_k)$. Hence

$$(1+tM)^{-1}=UDU^T,\qquad D=\mathrm{diag}\!\left(\frac1{1+tx_k}\right),$$

and cyclicity of the trace yields

$$\mathrm{Tr}[UDU^TXUDU^T]=\mathrm{Tr}[U^TXU\,D^2]=\sum_k\frac{\langle u_k,Xu_k\rangle}{(1+tx_k)^2}.$$

The denominators must not vanish. Positive definiteness ensures this for $t\ge0$, because $0<\langle u_k,Mu_k\rangle=x_k$. The first lemma is this one-line argument; normalisation also shows that $u_k\neq0$.

```lean
/-- The eigenvalues of a positive definite matrix are positive. -/
theorem eigenvalue_pos {M : Matrix n n ℝ} {x : n → ℝ} {u : n → n → ℝ}
    (hM : M.PosDef) (h : IsEigenbasis M x u) (k : n) : 0 < x k := by
  have hne : u k ≠ 0 := by
    intro h0
    have := h.1 k k
    simp [h0] at this
  have hp := hM.dotProduct_mulVec_pos hne
  rw [h.2 k, dotProduct_smul, star_trivial, h.1 k k] at hp
  simpa using hp
```

The next theorem follows the matrix calculation. In its proof, `hU` and `hU'` are the two orthogonality relations, `hMU` is the eigenvalue equation, `hR` is the diagonalised resolvent and `hT` is the cyclic step. The hypothesis `ht` restricts the coupling to $t\ge0$; at a negative $t$ some $1+tx_k$ could be zero.

```lean
/-- For positive definite `M` and coupling strength `t ≥ 0`, the trace with two resolvents is a sum
over orthonormal eigenvectors of the diagonal elements of `X` divided by `(1 + t x_k)²`. -/
theorem trace_resolvent {M : Matrix n n ℝ} {x : n → ℝ} {u : n → n → ℝ}
    (hM : M.PosDef) (h : IsEigenbasis M x u) (X : Matrix n n ℝ) {t : ℝ} (ht : 0 ≤ t) :
    trace ((1 + t • M)⁻¹ * X * (1 + t • M)⁻¹) =
      ∑ k, (u k ⬝ᵥ X *ᵥ u k) / (1 + t * x k) ^ 2 := by
  -- the orthogonal matrix whose columns are the eigenvectors
  obtain ⟨U, hUdef⟩ : ∃ U : Matrix n n ℝ, ∀ i k, U i k = u k i :=
    ⟨Matrix.of fun i k => u k i, fun _ _ => rfl⟩
  obtain ⟨D, hDdef⟩ : ∃ D : Matrix n n ℝ, D = diagonal (fun k => (1 + t * x k)⁻¹) := ⟨_, rfl⟩
  have hU : Uᵀ * U = 1 := by
    ext i j
    have := h.1 i j
    simpa [hUdef, Matrix.mul_apply, dotProduct, Matrix.one_apply] using this
  have hU' : U * Uᵀ = 1 := mul_eq_one_comm.mp hU
  have hMU : M * U = U * diagonal x := by
    ext i k
    calc (M * U) i k = (M *ᵥ u k) i := by
          simp [Matrix.mul_apply, Matrix.mulVec, dotProduct, hUdef]
      _ = x k * u k i := by rw [h.2 k]; rfl
      _ = (U * diagonal x) i k := by rw [Matrix.mul_diagonal, hUdef]; exact mul_comm _ _
  have hD : (1 + t • diagonal x) * D = 1 := by
    have e : (1 + t • diagonal x : Matrix n n ℝ) = diagonal (fun k => 1 + t * x k) := by
      ext i j
      by_cases hij : i = j <;> simp [hij]
    rw [e, hDdef, Matrix.diagonal_mul_diagonal, ← Matrix.diagonal_one]
    congr 1
    funext k
    have := mul_nonneg ht (eigenvalue_pos hM h k).le
    exact mul_inv_cancel₀ (by linarith)
  -- the resolvent in the eigenbasis
  have hR : (1 + t • M)⁻¹ = U * D * Uᵀ := by
    apply Matrix.inv_eq_right_inv
    calc (1 + t • M) * (U * D * Uᵀ) = (U + t • (M * U)) * D * Uᵀ := by
          rw [← mul_assoc, ← mul_assoc, add_mul (1 : Matrix n n ℝ), one_mul, smul_mul_assoc]
      _ = U * ((1 + t • diagonal x) * D) * Uᵀ := by
          rw [hMU]
          simp only [mul_add, add_mul, one_mul, mul_smul_comm, smul_mul_assoc, mul_assoc]
      _ = 1 := by rw [hD, mul_one, hU']
  have hT : trace (U * D * Uᵀ * X * (U * D * Uᵀ)) = trace (Uᵀ * X * U * D * D) := by
    calc trace (U * D * Uᵀ * X * (U * D * Uᵀ))
        = trace ((U * D) * (Uᵀ * X * U * D * Uᵀ)) := by simp only [mul_assoc]
      _ = trace ((Uᵀ * X * U * D * Uᵀ) * (U * D)) := Matrix.trace_mul_comm _ _
      _ = trace (Uᵀ * X * U * D * (Uᵀ * U) * D) := by simp only [mul_assoc]
      _ = trace (Uᵀ * X * U * D * D) := by rw [hU, mul_one]
  rw [hR, hT, hDdef]
  simp only [Matrix.trace, Matrix.diag_apply, Matrix.mul_diagonal]
  refine Finset.sum_congr rfl fun k _ => ?_
  have hq : (Uᵀ * X * U) k k = u k ⬝ᵥ X *ᵥ u k := by
    rw [Matrix.mul_assoc]
    simp [Matrix.mul_apply, Matrix.mulVec, dotProduct, hUdef]
  rw [hq, div_eq_mul_inv, ← inv_pow]
  ring
```

Without orthonormality the sum is wrong in general. Rescaling one $u_k$ by $c$ multiplies its term by $c^2$, while $E$ does not change.

## Positive definiteness of M

For real orbitals occupied from the lowest energy upwards, $-\chi_0$ at imaginary frequency has no negative eigenvalues, so $M$ has none either. Positive definiteness asks for more: every direction in the basis must be screened. Over orbital pairs this fails whenever $V$ is singular, for example when $V=SS^T$ and $S$ has fewer columns than there are pairs; the smaller matrix $-S^T\chi_0S$ can still be positive definite. This is assumed here, not derived from a response function.

By hand, it is used again in the coupling integral of each mode, where it guarantees a positive eigenvalue. For $x>0$,

$$\frac{d}{dt}\,\frac{1}{x^2}\left[\ln(1+tx)+\frac1{1+tx}\right]
=\frac1{x}\left[\frac1{1+tx}-\frac1{(1+tx)^2}\right]=\frac{t}{(1+tx)^2},$$

so that

$$\int_0^1\frac{t\,dt}{(1+tx)^2}=\frac{1}{x^2}\left[\ln(1+x)+\frac1{1+x}-1\right]=w(x).$$

In the proof, continuity of the integrand comes first. The theorem `integral_kernel` then differentiates the same antiderivative, applies the fundamental theorem of calculus and simplifies the endpoint values.

```lean
/-- For `x > 0` the function `t/(1 + t x)²` is continuous for coupling strengths from 0 to 1. -/
lemma continuousOn_kernel {x : ℝ} (hx : 0 < x) :
    ContinuousOn (fun t : ℝ => t / (1 + t * x) ^ 2) (Set.Icc 0 1) := by
  refine ContinuousOn.div (by fun_prop) (by fun_prop) fun t ht => ?_
  have h0 : 0 ≤ t := ht.1
  show (1 + t * x) ^ 2 ≠ 0
  positivity

/-- For `x > 0`, integrating `t/(1 + t x)²` over the coupling strength gives the
spectral weight. -/
theorem integral_kernel {x : ℝ} (hx : 0 < x) :
    ∫ t in (0 : ℝ)..1, t / (1 + t * x) ^ 2 = axkWeight x := by
  have hd : ∀ t ∈ Set.uIcc (0 : ℝ) 1,
      HasDerivAt (fun s : ℝ => (Real.log (1 + s * x) + (1 + s * x)⁻¹) / x ^ 2)
        (t / (1 + t * x) ^ 2) t := by
    intro t ht
    rw [Set.uIcc_of_le zero_le_one] at ht
    have h0 : 0 ≤ t := ht.1
    have hne : 1 + t * x ≠ 0 := by positivity
    have hlin : HasDerivAt (fun s : ℝ => 1 + s * x) x t := by
      simpa using ((hasDerivAt_id' t).mul_const x).const_add 1
    have h := ((hlin.log hne).add (hlin.inv hne)).div_const (x ^ 2)
    refine HasDerivAt.congr_deriv h ?_
    field_simp
    ring
  rw [intervalIntegral.integral_eq_sub_of_hasDerivAt hd
    ((continuousOn_kernel hx).intervalIntegrable_of_Icc zero_le_one)]
  have h1 : 1 + x ≠ 0 := by positivity
  simp only [axkWeight, one_mul, zero_mul, add_zero, Real.log_one, inv_one]
  field_simp
  ring
```

The bounds follow by comparing integrands. For $0<t\le1$ and $x>0$,

$$0<\frac{t}{(1+tx)^2}<t .$$

Integration gives $0<w(x)<\int_0^1t\,dt=\tfrac12$. The proof uses a comparison theorem for continuous functions that asks for an inequality throughout the interval and a strict one at some point; the point supplied is $t=1$.

```lean
/-- For `x > 0` the spectral weight lies strictly between 0 and 1/2. -/
theorem axkWeight_bounds {x : ℝ} (hx : 0 < x) : 0 < axkWeight x ∧ axkWeight x < 1 / 2 := by
  rw [← integral_kernel hx]
  constructor
  · have h := intervalIntegral.integral_lt_integral_of_continuousOn_of_le_of_exists_lt
      (f := fun _ : ℝ => (0 : ℝ)) zero_lt_one continuousOn_const (continuousOn_kernel hx)
      (fun t ht => by have h0 : 0 < t := ht.1; positivity)
      ⟨1, by simp, by positivity⟩
    simpa using h
  · have h := intervalIntegral.integral_lt_integral_of_continuousOn_of_le_of_exists_lt
      (g := fun t : ℝ => t) zero_lt_one (continuousOn_kernel hx) continuousOn_id
      (fun t ht => by
        have h0 : 0 < t := ht.1
        have h1 : 0 < t * x := mul_pos h0 hx
        exact div_le_self h0.le (by nlinarith))
      ⟨1, by simp, by
        show (1 : ℝ) / (1 + 1 * x) ^ 2 < 1
        rw [div_lt_one (by positivity)]
        nlinarith⟩
    have e : ∫ t in (0 : ℝ)..1, t = 1 / 2 := by rw [integral_id]; norm_num
    rwa [e] at h
```

The main theorem, `axkCoupling_eq_sum`, takes a positive definite `M`, an eigenbasis and an arbitrary real matrix `X`, and states both the sum formula and the bounds on every weight. `X` need not be symmetric, since its antisymmetric part drops out of $\langle u_k,Xu_k\rangle$. The proof replaces the trace by the sum over modes, exchanges the finite sum with the integral, takes the constant $\langle u_k,Xu_k\rangle$ out of each term and inserts `integral_kernel`:

$$E=\sum_k\langle u_k,Xu_k\rangle\int_0^1\frac{t\,dt}{(1+tx_k)^2}=\sum_k\langle u_k,Xu_k\rangle\,w(x_k).$$

```lean
/-- For positive definite `M`, the AXK coupling integral is the sum over orthonormal eigenvectors of
the diagonal elements of `X` times the spectral weights, and each weight lies strictly between 0 and
1/2. -/
theorem axkCoupling_eq_sum {M : Matrix n n ℝ} {x : n → ℝ} {u : n → n → ℝ}
    (hM : M.PosDef) (h : IsEigenbasis M x u) (X : Matrix n n ℝ) :
    axkCoupling M X = ∑ k, (u k ⬝ᵥ X *ᵥ u k) * axkWeight (x k) ∧
      ∀ k, 0 < axkWeight (x k) ∧ axkWeight (x k) < 1 / 2 := by
  refine ⟨?_, fun k => axkWeight_bounds (eigenvalue_pos hM h k)⟩
  have hc : axkCoupling M X =
      ∫ t in (0 : ℝ)..1, ∑ k, (u k ⬝ᵥ X *ᵥ u k) * (t / (1 + t * x k) ^ 2) := by
    refine intervalIntegral.integral_congr fun t ht => ?_
    rw [Set.uIcc_of_le zero_le_one] at ht
    simp only [trace_resolvent hM h X ht.1, Finset.mul_sum]
    exact Finset.sum_congr rfl fun k _ => by ring
  -- each term is continuous in the coupling strength, so sum and integral commute
  rw [hc, intervalIntegral.integral_finsetSum fun k _ =>
    ((continuousOn_kernel (eigenvalue_pos hM h k)).intervalIntegrable_of_Icc
      zero_le_one).const_mul _]
  refine Finset.sum_congr rfl fun k _ => ?_
  rw [intervalIntegral.integral_const_mul, integral_kernel (eigenvalue_pos hM h k)]
```

If an unscreened mode with $x_k=0$ is present, its integral is $\int_0^1t\,dt=\tfrac12$, and the strict upper bound fails. The closed formula becomes $0/0$ there, which Lean evaluates as $0$; for a general $X$ the correct weight is the limit $\tfrac12$. With the $M$ and $X$ of the opening, and $-\chi_0$ without negative eigenvalues, such a mode adds nothing to $E$: $Mu_k=0$ then forces $\chi_0V^{1/2}u_k=0$, hence $Xu_k=0$, and a program can leave the mode out. For small nonzero $x_k$ the closed formula loses digits by cancellation, and the series $w(x)=\tfrac12-\tfrac23x+\tfrac34x^2-\dots$ is safer. For $-1<x_k<0$ the weight exceeds $\tfrac12$, and for $x_k\le-1$ the mode's integral diverges.

## A nonnegative quadratic form for X

The condition `hX` says that $\langle v,Xv\rangle\ge0$ for every real vector $v$: exchange contributes with the same sign in every direction. This is an assumption about $X$ that an exchange kernel need not satisfy, since its form can take both signs. If the form is nonpositive, the result applies to $-X$.

By hand, each term of the sum then obeys

$$0\le\langle u_k,Xu_k\rangle\,w(x_k)\le\tfrac12\langle u_k,Xu_k\rangle .$$

Summing over the complete orthonormal set gives $0\le E\le\tfrac12\mathrm{Tr}\,X$, a bound that needs no diagonalisation to evaluate.

In `axkCoupling_bounds` the eigenpairs are no longer a hypothesis, because the spectral theorem supplies them. The identity $\mathrm{Tr}\,X=\sum_k\langle u_k,Xu_k\rangle$ is obtained from `trace_resolvent` at $t=0$, and `hX` enters when the bounds on the weights are multiplied by the diagonal elements.

```lean
/-- If `M` is positive definite and `X` has a nonnegative quadratic form, the AXK coupling
integral lies between 0 and half the trace of `X`. -/
theorem axkCoupling_bounds {M X : Matrix n n ℝ} (hM : M.PosDef)
    (hX : ∀ v : n → ℝ, 0 ≤ v ⬝ᵥ X *ᵥ v) :
    0 ≤ axkCoupling M X ∧ axkCoupling M X ≤ trace X / 2 := by
  -- the spectral theorem supplies the eigenpairs
  obtain ⟨x, u, h⟩ : ∃ x u, IsEigenbasis M x u := by
    refine ⟨hM.isHermitian.eigenvalues, fun k => (hM.isHermitian.eigenvectorBasis k).ofLp,
      fun i j => ?_, fun k => hM.isHermitian.mulVec_eigenvectorBasis k⟩
    have := orthonormal_iff_ite.mp hM.isHermitian.eigenvectorBasis.orthonormal i j
    rw [EuclideanSpace.inner_eq_star_dotProduct, star_trivial, dotProduct_comm] at this
    exact this
  obtain ⟨hE, hw⟩ := axkCoupling_eq_sum hM h X
  have htr : trace X = ∑ k, u k ⬝ᵥ X *ᵥ u k := by
    simpa using trace_resolvent hM h X le_rfl
  rw [hE, htr, Finset.sum_div]
  refine ⟨Finset.sum_nonneg fun k _ => mul_nonneg (hX _) (hw k).1.le,
    Finset.sum_le_sum fun k _ => ?_⟩
  have := mul_le_mul_of_nonneg_left (hw k).2.le (hX (u k))
  linarith
```

Without the sign condition both bounds can fail. For $X=-1$ in dimension at least one, $E=-\sum_kw(x_k)$ is negative, yet it lies above $\tfrac12\mathrm{Tr}\,X$.

## A two-mode matrix that meets the conditions on M

The matrix

$$M=\frac1{25}\begin{pmatrix}41&-12\\-12&34\end{pmatrix}$$

has eigenvalues $1$ and $2$, with normalised eigenvectors $(3/5,4/5)$ and $(-4/5,3/5)$. Its positive definiteness can be read from

$$\langle v,Mv\rangle=v_0^2+v_1^2+\frac{(4v_0-3v_1)^2}{25},$$

which is the identity `e` in the proof. The orthonormality and eigenvalue equations are checked entry by entry.

```lean
/-- An explicit non-diagonal positive definite matrix with eigenvalues 1 and 2 and its
orthonormal eigenvectors. -/
theorem isEigenbasis_witness :
    (!![41/25, -12/25; -12/25, 34/25] : Matrix (Fin 2) (Fin 2) ℝ).PosDef ∧
      IsEigenbasis (!![41/25, -12/25; -12/25, 34/25] : Matrix (Fin 2) (Fin 2) ℝ)
        ![1, 2] ![![3/5, 4/5], ![-4/5, 3/5]] := by
  refine ⟨?_, fun i j => ?_, fun k => ?_⟩
  · rw [Matrix.posDef_iff_dotProduct_mulVec]
    refine ⟨by ext i j; fin_cases i <;> fin_cases j <;> simp, fun v hv => ?_⟩
    have hpos : 0 < v 0 ^ 2 + v 1 ^ 2 := by
      by_contra hc
      have h0 : v 0 ^ 2 = 0 := by linarith [sq_nonneg (v 0), sq_nonneg (v 1)]
      have h1 : v 1 ^ 2 = 0 := by linarith [sq_nonneg (v 0), sq_nonneg (v 1)]
      apply hv
      ext i
      fin_cases i
      · simpa using h0
      · simpa using h1
    have e : star v ⬝ᵥ (!![41/25, -12/25; -12/25, 34/25] : Matrix (Fin 2) (Fin 2) ℝ) *ᵥ v
        = v 0 ^ 2 + v 1 ^ 2 + (4 * v 0 - 3 * v 1) ^ 2 / 25 := by
      simp [Matrix.mulVec, dotProduct, Fin.sum_univ_two]
      ring
    rw [e]
    linarith [sq_nonneg (4 * v 0 - 3 * v 1)]
  · fin_cases i <;> fin_cases j <;> norm_num [dotProduct, Fin.sum_univ_two]
  · ext i
    fin_cases k <;> fin_cases i <;> norm_num [Matrix.mulVec, dotProduct, Fin.sum_univ_two]

end

end AXKCoupling
```

```lean
#print axioms AXKCoupling.axkCoupling_eq_sum
#print axioms AXKCoupling.axkCoupling_bounds
```

```
'AXKCoupling.axkCoupling_eq_sum' depends on axioms: [propext, Classical.choice, Quot.sound]
'AXKCoupling.axkCoupling_bounds' depends on axioms: [propext, Classical.choice, Quot.sound]
```
